# Square-root softening of the one-pair RPA frequency at the critical coupling

An excitation energy is defined here by an eigenvalue problem, and the square-root formula for the frequency is derived from it. Units with $\hbar = 1$ are used, so energies and frequencies coincide. For one particle-hole pair with real pair energy $a$, coupling $b$ and dimensionless coupling strength $s$, a complex number $\omega$ is an excitation energy when some amplitudes $X, Y$, not both zero, satisfy

$$aX + sbY = \omega X, \qquad sbX + aY = -\omega Y .$$

Because $\omega$ may be complex, the same definition covers the stable and the unstable side. For $a, b > 0$ the two sides meet at $c = a/b$. Just below $c$ the frequency $w(s) = \sqrt{a^2 - s^2b^2}$ is a positive excitation energy, and

$$\lim_{s \to c^-} \frac{w(s)}{\sqrt{c-s}} = \sqrt{2ab}.$$

On the whole interval $0 \le s \le c$,

$$\sqrt{ab(c-s)} \;\le\; w(s) \;\le\; \sqrt{2ab(c-s)} .$$

## Scanning a coupling towards an instability

In RPA and linear-response TDDFT codes with real orbitals, the eigenproblem is often reduced to one for $\omega^2$. In this two-amplitude model the reduced problem is the single number $(a-sb)(a+sb)$. Three consequences matter when a calculation scans $s$:

- To locate $c$, extrapolate $\omega^2$, which crosses zero with the finite slope $-2ab$. The slope of $w$ itself, $-sb^2/w$, diverges there.
- Test the sign of $\omega^2$ before taking the root. A negative value means an imaginary frequency, and clipping it to zero hides the instability.
- An error $\delta$ in $\omega^2$ at the critical point becomes an error of size $\sqrt{|\delta|}$ in the frequency.

For a numerical check, take $a = 2$, $b = 1$, so that $c = 2$. At $s = 1.99$ the ratio $w/\sqrt{c-s}$ is $\sqrt{3.99} \approx 1.9975$, and the limit is $2$.

## From the amplitudes to the square root

Write the equations as $(a-\omega)X + sbY = 0$ and $sbX + (a+\omega)Y = 0$. Multiply the first by $a+\omega$, the second by $sb$, and subtract:

$$\left(a^2 - \omega^2 - s^2b^2\right)X = 0 .$$

Multiplying the second by $a-\omega$ and the first by $sb$ gives the same equation for $Y$. One amplitude is nonzero, so $\omega^2 = a^2 - s^2b^2$.

Conversely, if this holds, $X = a+\omega$, $Y = -sb$ solves both equations. If these two amplitudes both vanish, $X = 0$, $Y = 1$ is a solution instead. For $a > 0$, $w > 0$ and $\omega = w$, the first pair has $X^2 - Y^2 = 2w(a+w)$. With the usual normalisation $X^2 - Y^2 = 1$ it becomes

$$X = \sqrt{\frac{a+w}{2w}}, \qquad Y = -\frac{sb}{\sqrt{2w(a+w)}},$$

and both amplitudes grow without bound in magnitude as $s \to c^-$.

Now let $f(s) = a^2 - s^2b^2$. Then $f(c) = 0$ and $f'(c) = -2cb^2 = -2ab$, so

$$\frac{f(s)}{c-s} = -\frac{f(s)-f(c)}{s-c} \longrightarrow 2ab .$$

The limit is positive, hence $f(s) > 0$ just below $c$. Since $c - s > 0$, the ratio $w(s)/\sqrt{c-s}$ equals $\sqrt{f(s)/(c-s)}$, and continuity of the square root gives the limit.

For the bounds, factorise using $a = bc$:

$$f(s) = (a+sb)(a-sb) = b(a+sb)(c-s).$$

For $0 \le s \le c$ we have $a \le a+sb \le 2a$. Multiplying by $b(c-s) \ge 0$ and taking roots gives both bounds.

For $s > c$, set $\gamma(s) = \sqrt{s^2b^2 - a^2} > 0$. Then $(i\gamma)^2 = a^2 - s^2b^2$, so $i\gamma$ is an excitation energy. With the time dependence $e^{-i\omega t}$, this mode grows as $e^{\gamma t}$. The same factorisation gives

$$\frac{\gamma(s)}{\sqrt{s-c}} = \sqrt{b(sb+a)} \longrightarrow \sqrt{2ab} \qquad (s \to c^+).$$

## The Lean file

```lean
import Mathlib

open Filter Topology

namespace RPASquareRootSoftening

noncomputable section

/-- `ω` is an excitation energy of the one-pair RPA equations with pair energy `a` and
coupling `s * b`: some nonzero pair of amplitudes `X`, `Y` solves them. -/
def IsExcitationEnergy (a b s : ℝ) (ω : ℂ) : Prop :=
  ∃ X Y : ℂ, (X ≠ 0 ∨ Y ≠ 0) ∧
    (a : ℂ) * X + (s : ℂ) * b * Y = ω * X ∧
    (s : ℂ) * b * X + (a : ℂ) * Y = -ω * Y

/-- The real square root of `a² - (s b)²`. This is the one-pair RPA frequency at coupling strength
`s` when `a² - (s b)²` is nonnegative; otherwise the value is zero. -/
def rpaFreq (a b s : ℝ) : ℝ := Real.sqrt (a ^ 2 - (s * b) ^ 2)

/-- The growth rate of the one-pair RPA mode at coupling strength `s` beyond the instability. -/
def growthRate (a b s : ℝ) : ℝ := Real.sqrt ((s * b) ^ 2 - a ^ 2)

/-- The excitation energies of the one-pair RPA equations are exactly the complex numbers
whose square is `a² - (s b)²`. -/
theorem isExcitationEnergy_iff (a b s : ℝ) (ω : ℂ) :
    IsExcitationEnergy a b s ω ↔ ω ^ 2 = (a : ℂ) ^ 2 - ((s : ℂ) * b) ^ 2 := by
  constructor
  · rintro ⟨X, Y, h, h1, h2⟩
    -- eliminate one amplitude in favour of the other
    have hX : (ω ^ 2 - ((a : ℂ) ^ 2 - ((s : ℂ) * b) ^ 2)) * X = 0 := by
      linear_combination (-((a : ℂ) + ω)) * h1 + (s : ℂ) * b * h2
    have hY : (ω ^ 2 - ((a : ℂ) ^ 2 - ((s : ℂ) * b) ^ 2)) * Y = 0 := by
      linear_combination (-((a : ℂ) - ω)) * h2 + (s : ℂ) * b * h1
    rcases h with h | h
    · exact sub_eq_zero.mp ((mul_eq_zero.mp hX).resolve_right h)
    · exact sub_eq_zero.mp ((mul_eq_zero.mp hY).resolve_right h)
  · intro h
    by_cases h0 : (a : ℂ) + ω = 0 ∧ (s : ℂ) * b = 0
    · -- uncoupled pair: a pure de-excitation
      refine ⟨0, 1, Or.inr one_ne_zero, ?_, ?_⟩
      · linear_combination h0.2
      · linear_combination h0.1
    · refine ⟨(a : ℂ) + ω, -((s : ℂ) * b),
        (not_and_or.mp h0).imp id neg_ne_zero.mpr, ?_, ?_⟩
      · linear_combination -h
      · ring

/-- As long as `a² - (s b)²` is nonnegative, the RPA frequency is an excitation energy. -/
theorem rpaFreq_isExcitationEnergy {a b s : ℝ} (h : 0 ≤ a ^ 2 - (s * b) ^ 2) :
    IsExcitationEnergy a b s (rpaFreq a b s : ℂ) := by
  rw [isExcitationEnergy_iff]
  have h0 : rpaFreq a b s ^ 2 = a ^ 2 - (s * b) ^ 2 := Real.sq_sqrt h
  exact_mod_cast h0

/-- Softening at a simple zero: if a squared frequency `f` vanishes at the coupling `c` with
slope `-k < 0`, then it is positive just below `c`, and the frequency divided by
`sqrt (c - s)` tends to `sqrt k`. -/
theorem softening_of_simple_zero {f : ℝ → ℝ} {c k : ℝ} (hf : HasDerivAt f (-k) c)
    (h0 : f c = 0) (hk : 0 < k) :
    (∀ᶠ s in 𝓝[<] c, 0 < f s) ∧
      Tendsto (fun s => Real.sqrt (f s) / Real.sqrt (c - s)) (𝓝[<] c) (𝓝 (Real.sqrt k)) := by
  have h1 : Tendsto (slope f c) (𝓝[<] c) (𝓝 (-k)) :=
    (hasDerivAt_iff_tendsto_slope.mp hf).mono_left
      (nhdsWithin_mono c fun s hs => ne_of_lt hs)
  -- the difference quotient at the zero is the ratio of squares
  have h2 : Tendsto (fun s => f s / (c - s)) (𝓝[<] c) (𝓝 k) := by
    have h3 := h1.neg
    rw [neg_neg] at h3
    refine h3.congr fun s => ?_
    rw [slope_def_field, h0, sub_zero, ← div_neg, neg_sub]
  constructor
  · filter_upwards [h2.eventually (lt_mem_nhds hk), self_mem_nhdsWithin] with s hs hsc
    have hsc' : s < c := hsc
    have hd : 0 < c - s := sub_pos.mpr hsc'
    have hm := mul_pos hs hd
    rwa [div_mul_cancel₀ _ hd.ne'] at hm
  · refine ((Real.continuous_sqrt.tendsto k).comp h2).congr' ?_
    filter_upwards [self_mem_nhdsWithin] with s hs
    have hs' : s < c := hs
    exact Real.sqrt_div' _ (sub_pos.mpr hs').le

/-- Square-root softening: just below the critical coupling `a / b` the RPA frequency is a
positive excitation energy, and its ratio to `sqrt (a / b - s)` tends to `sqrt (2 a b)`. -/
theorem rpaFreq_softening {a b : ℝ} (ha : 0 < a) (hb : 0 < b) :
    (∀ᶠ s in 𝓝[<] (a / b),
      0 < rpaFreq a b s ∧ IsExcitationEnergy a b s (rpaFreq a b s : ℂ)) ∧
      Tendsto (fun s => rpaFreq a b s / Real.sqrt (a / b - s)) (𝓝[<] (a / b))
        (𝓝 (Real.sqrt (2 * a * b))) := by
  have hc : a / b * b = a := div_mul_cancel₀ a hb.ne'
  -- slope of the squared frequency at the critical coupling
  have hf : HasDerivAt (fun s : ℝ => a ^ 2 - (s * b) ^ 2) (-(2 * a * b)) (a / b) := by
    have h1 := (hasDerivAt_id' (a / b)).mul_const b
    have h2 := (h1.fun_mul h1).const_sub (a ^ 2)
    have e : (fun s : ℝ => a ^ 2 - (s * b) ^ 2) = fun s : ℝ => a ^ 2 - s * b * (s * b) := by
      funext s
      ring
    rw [e]
    exact h2.congr_deriv (by rw [hc]; ring)
  obtain ⟨hpos, hlim⟩ := softening_of_simple_zero hf (by simp only [hc, sub_self])
    (by positivity)
  exact ⟨hpos.mono fun s hs =>
    ⟨Real.sqrt_pos.mpr hs, rpaFreq_isExcitationEnergy (le_of_lt hs)⟩, hlim⟩

/-- On the whole interval from zero to the critical coupling, the RPA frequency lies between
`sqrt (a b (a / b - s))` and `sqrt (2 a b (a / b - s))`. -/
theorem rpaFreq_bounds {a b s : ℝ} (hb : 0 < b) (hs : 0 ≤ s) (hsc : s ≤ a / b) :
    Real.sqrt (a * b * (a / b - s)) ≤ rpaFreq a b s ∧
      rpaFreq a b s ≤ Real.sqrt (2 * a * b * (a / b - s)) := by
  have hc : a / b * b = a := div_mul_cancel₀ a hb.ne'
  have hsb : s * b ≤ a := (le_div_iff₀ hb).mp hsc
  have hd : 0 ≤ a / b - s := sub_nonneg.mpr hsc
  -- the distance to the critical coupling factors out of the squared frequency
  have hw : a ^ 2 - (s * b) ^ 2 = b * (a + s * b) * (a / b - s) := by
    linear_combination (-(a + s * b)) * hc
  unfold rpaFreq
  rw [hw]
  constructor
  · apply Real.sqrt_le_sqrt
    apply mul_le_mul_of_nonneg_right _ hd
    nlinarith [mul_nonneg hs (sq_nonneg b)]
  · apply Real.sqrt_le_sqrt
    apply mul_le_mul_of_nonneg_right _ hd
    nlinarith [mul_le_mul_of_nonneg_left hsb hb.le]

/-- Above the critical coupling the RPA equations have an imaginary excitation energy with
positive growth rate, and the ratio of this rate to `sqrt (s - a / b)` tends to
`sqrt (2 a b)` at the critical coupling. -/
theorem growthRate_onset {a b : ℝ} (ha : 0 < a) (hb : 0 < b) :
    (∀ s, a / b < s → 0 < growthRate a b s ∧
      IsExcitationEnergy a b s ((growthRate a b s : ℂ) * Complex.I)) ∧
      Tendsto (fun s => growthRate a b s / Real.sqrt (s - a / b)) (𝓝[>] (a / b))
        (𝓝 (Real.sqrt (2 * a * b))) := by
  have hc : a / b * b = a := div_mul_cancel₀ a hb.ne'
  constructor
  · intro s hs
    have hsb : a < s * b := (div_lt_iff₀ hb).mp hs
    have hpos : 0 < (s * b) ^ 2 - a ^ 2 := by nlinarith
    refine ⟨Real.sqrt_pos.mpr hpos, ?_⟩
    have h0 : growthRate a b s ^ 2 = (s * b) ^ 2 - a ^ 2 := Real.sq_sqrt hpos.le
    have h1 : (growthRate a b s : ℂ) ^ 2 = ((s : ℂ) * b) ^ 2 - (a : ℂ) ^ 2 := by
      exact_mod_cast h0
    rw [isExcitationEnergy_iff, mul_pow, Complex.I_sq]
    linear_combination -h1
  · -- the ratio is a continuous function of the coupling
    have hcont : Continuous (fun s : ℝ => Real.sqrt (b * (s * b + a))) := by fun_prop
    have hval : Real.sqrt (b * (a / b * b + a)) = Real.sqrt (2 * a * b) := by
      rw [hc]
      congr 1
      ring
    have h : Tendsto (fun s : ℝ => Real.sqrt (b * (s * b + a))) (𝓝[>] (a / b))
        (𝓝 (Real.sqrt (2 * a * b))) := by
      rw [← hval]
      exact (hcont.tendsto (a / b)).mono_left nhdsWithin_le_nhds
    refine h.congr' ?_
    filter_upwards [self_mem_nhdsWithin] with s hs
    have hs' : a / b < s := hs
    have hd : 0 < s - a / b := sub_pos.mpr hs'
    unfold growthRate
    rw [← Real.sqrt_div' _ hd.le]
    congr 1
    rw [eq_div_iff hd.ne']
    linear_combination (-(s * b + a)) * hc

end

end RPASquareRootSoftening
```

```lean
#print axioms RPASquareRootSoftening.rpaFreq_softening
#print axioms RPASquareRootSoftening.rpaFreq_bounds
#print axioms RPASquareRootSoftening.growthRate_onset
```

```
'RPASquareRootSoftening.rpaFreq_softening' depends on axioms: [propext, Classical.choice, Quot.sound]
'RPASquareRootSoftening.rpaFreq_bounds' depends on axioms: [propext, Classical.choice, Quot.sound]
'RPASquareRootSoftening.growthRate_onset' depends on axioms: [propext, Classical.choice, Quot.sound]
```

## How the Lean statements and proofs correspond to the physics

`IsExcitationEnergy` is the pair of amplitude equations, with real parameters and complex `X`, `Y` and `ω`. It imposes no normalisation or sign condition, so it admits both roots $\pm w$. `rpaFreq` is $w$ and `growthRate` is $\gamma$. Lean's real square root returns zero for a negative argument, so `rpaFreq` represents the mode only up to the critical coupling.

In `rpaFreq_softening`, `𝓝[<] (a / b)` means approach from below, and `∀ᶠ` says that the frequency is a positive excitation energy throughout some interval ending at $c$. The hypotheses `0 < a` and `0 < b` place the critical coupling at a positive, finite value.

The proofs follow the derivation:

- `isExcitationEnergy_iff` performs the elimination with `linear_combination`, whose coefficients are the multipliers used above, up to sign. The converse supplies the explicit amplitudes. `rpaFreq_isExcitationEnergy` then applies it to $w$.
- `softening_of_simple_zero` proves the limit for any squared frequency that vanishes at `c` with slope `-k`, where `k > 0`. It turns the derivative into a limit of difference quotients, then composes with the continuous square root.
- `rpaFreq_softening` computes the slope $-2ab$ and applies that lemma.
- `rpaFreq_bounds` proves the factorisation and compares the factors with `nlinarith`.
- `growthRate_onset` checks the imaginary root for every $s > c$, then rewrites the ratio as a continuous function to obtain its limit.

## The reach of a one-pair model

The results concern a single pair with real, fixed $a$ and $b$, where $s$ scales only the off-diagonal coupling. In a molecular calculation the diagonal block usually contains interaction terms too, and many pairs mix. The general softening lemma still applies to any one squared frequency that has been shown to cross zero with a finite negative slope; that crossing is its hypothesis and must be established for the system at hand.

The limit gives the leading behaviour at $c$ but no convergence rate. Away from $c$, the bounds show that $\sqrt{2ab(c-s)}$ overestimates $w$ by at most a factor $\sqrt{2}$, which is reached at $s = 0$. The theorems hold in exact arithmetic and do not address rounding or eigensolver convergence.
